# With nonzero couplings, a zero-diagonal recursion chain has a zero-frequency pole exactly at odd length

## A pole inside the gap

In a finite full Bethe-Salpeter problem with a static kernel, excitation energies come in pairs \(\pm\Omega\). Suppose a Lanczos recursion is symmetric in a positive-definite inner product and its start vector weights both members of each pair equally. Its diagonal coefficients then vanish, and truncation leaves a finite chain with neighbour couplings only. If the full problem has a gap, nothing should appear at \(\omega=0\). Whether the truncated chain respects this depends on the parity of its length.

## The chain and its resolvent

Let \(T\) be the real symmetric tridiagonal matrix with zero diagonal and couplings \(b_0,b_1,\dots\). The recursion delivers

\[
G_n(\omega)=\big[(\omega-T)^{-1}\big]_{00}\quad\text{on } n+1 \text{ sites.}
\]

If \(b_0,\dots,b_{n-1}\) are nonzero, \(\omega G_n(\omega)\) has a nonzero limit at \(\omega=0\) exactly when \(n+1\) is odd. Nonzero couplings mean that the recursion has not ended before the truncation.

## Determinants at zero frequency

Assume from here on that all couplings present in the chain are nonzero. Let \(D_n^{(s)}(\omega)\) be \(\det(\omega-T)\) on \(n\) sites with couplings starting at \(b_s\), so that \(D_0^{(s)}=1\) and \(D_1^{(s)}=\omega\). The first row has only the entries \(\omega\) and \(-b_s\). In the minor belonging to \(-b_s\), the first column again has the single entry \(-b_s\). Hence

\[
D_{n+2}^{(s)}=\omega D_{n+1}^{(s+1)}-b_s^2D_n^{(s+2)}.
\]

By induction, \(D_n^{(s)}(-\omega)=(-1)^nD_n^{(s)}(\omega)\), since both terms on the right have parity \((-1)^n\). An odd-length determinant therefore vanishes at zero. For even length, setting \(\omega=0\) repeatedly gives

\[
D_{2m}^{(s)}(0)=(-1)^mP_m^{(s)},\qquad P_m^{(s)}=\prod_{i=0}^{m-1}b_{s+2i}^2 .
\]

Since \(\det T=(-1)^nD_n^{(0)}(0)\) on \(n\) sites, \(T\) is invertible exactly for even \(n\).

For odd length, divide the recurrence by \(\omega\):

\[
\frac{D_{2m+3}^{(s)}}{\omega}=D_{2m+2}^{(s+1)}-b_s^2\frac{D_{2m+1}^{(s+2)}}{\omega}.
\]

Induction gives \(D_{2m+1}^{(s)}/\omega\to(-1)^mc_m^{(s)}\), where

\[
c_0^{(s)}=1,\qquad c_{m+1}^{(s)}=P_{m+1}^{(s+1)}+b_s^2c_m^{(s+2)}>0 .
\]

Both contributions have the same sign, so they cannot cancel.

## From determinants to the pole

Cramer's rule gives \(G_n=D_n^{(1)}/D_{n+1}^{(0)}\). As \(\omega\to0\),

\[
\omega G_{2m}\to\frac{P_m^{(1)}}{c_m^{(0)}}>0,\qquad
\frac{G_{2m+1}}{\omega}\to-\frac{c_m^{(1)}}{P_{m+1}^{(0)}}<0 .
\]

In the second case \(\omega G_{2m+1}=\omega^2(G_{2m+1}/\omega)\to0\), which excludes a nonzero limit.

## One, two and three sites

One site gives \(G_0=1/\omega\), with residue 1. For \(b_0=1\), \(b_1=2\),

\[
G_1=\frac{\omega}{\omega^2-1},\qquad G_2=\frac{\omega^2-4}{\omega(\omega^2-5)} .
\]

The two-site chain has no pole at zero. The three-site chain has residue \(4/5\) there, and \(1/10\) at each of \(\pm\sqrt5\).

## The statement in Lean

`chain b n` is \(T\) on `n` sites, with real couplings regarded as complex numbers. `pencil` is \(\omega-T\), `secular` its determinant, and `green b n` is \(G_n\), on `n + 1` sites. In `zero_frequency_pole_iff`, the hypothesis `∀ k < n, b k ≠ 0` covers exactly the couplings present, and `𝓝[≠] 0` means that \(\omega\) approaches zero through nonzero complex values. `isUnit_chain_iff` states the invertibility result.

The zero diagonal and real couplings are assumed, not derived from a Bethe-Salpeter Hamiltonian. The theorem concerns a finite chain without a terminator; for such a truncation of a gapped problem, it identifies odd length as a source of false zero-frequency weight.

```lean
import Mathlib

open Filter Topology

namespace OddTruncationPole

noncomputable section

/-- The truncated recursion matrix on `n` sites: zero diagonal, and the real coupling `b k`
between the neighbouring sites `k` and `k + 1`. -/
def chain (b : ℕ → ℝ) (n : ℕ) : Matrix (Fin n) (Fin n) ℂ :=
  Matrix.of fun i j =>
    if (i : ℕ) + 1 = j then (b i : ℂ) else if (j : ℕ) + 1 = i then (b j : ℂ) else 0

/-- The matrix `ω - T` of the truncated recursion at complex frequency `ω`. -/
def pencil (b : ℕ → ℝ) (n : ℕ) (ω : ℂ) : Matrix (Fin n) (Fin n) ℂ :=
  ω • (1 : Matrix (Fin n) (Fin n) ℂ) - chain b n

/-- The secular determinant `det (ω - T)` on `n` sites. -/
def secular (b : ℕ → ℝ) (n : ℕ) (ω : ℂ) : ℂ := (pencil b n ω).det

/-- The first diagonal element of the resolvent `(ω - T)⁻¹` on `n + 1` sites, for `ω` not an
eigenvalue of `T`. -/
def green (b : ℕ → ℝ) (n : ℕ) (ω : ℂ) : ℂ := (pencil b (n + 1) ω)⁻¹ 0 0

/-- Removing the first site leaves a chain of the same kind with the couplings shifted by one. -/
theorem pencil_succ (b : ℕ → ℝ) (n : ℕ) (ω : ℂ) (i j : Fin n) :
    pencil b (n + 1) ω i.succ j.succ = pencil (fun k => b (k + 1)) n ω i j := by
  simp [pencil, chain, Matrix.one_apply]

/-- The secular determinant obeys a three-term recurrence in which sites are removed from the
start of the chain. -/
theorem secular_succ_succ (b : ℕ → ℝ) (n : ℕ) (ω : ℂ) :
    secular b (n + 2) ω = ω * secular (fun k => b (k + 1)) (n + 1) ω
      - (b 0 : ℂ) ^ 2 * secular (fun k => b (k + 2)) n ω := by
  -- the determinant of a matrix whose first column vanishes below its first entry
  have key : ∀ B : Matrix (Fin (n + 1)) (Fin (n + 1)) ℂ, (∀ i : Fin n, B i.succ 0 = 0) →
      B.det = B 0 0 * (B.submatrix Fin.succ Fin.succ).det := by
    intro B hB
    rw [Matrix.det_succ_column_zero, Fin.sum_univ_succ]
    simp [hB]
  have h0 : pencil b (n + 2) ω 0 0 = ω := by simp [pencil, chain]
  have h1 : pencil b (n + 2) ω 0 (Fin.succ 0) = -(b 0 : ℂ) := by simp [pencil, chain]
  have h2 : ∀ j : Fin n, pencil b (n + 2) ω 0 j.succ.succ = 0 := by
    intro j
    simp [pencil, chain, Fin.ext_iff]
  have hfirst : (pencil b (n + 2) ω).submatrix Fin.succ (Fin.succAbove 0)
      = pencil (fun k => b (k + 1)) (n + 1) ω := by
    ext i j
    rw [Matrix.submatrix_apply, Fin.succAbove_zero]
    exact pencil_succ b (n + 1) ω i j
  have hm : ((pencil b (n + 2) ω).submatrix Fin.succ (Fin.succ 0).succAbove).det
      = -(b 0 : ℂ) * secular (fun k => b (k + 2)) n ω := by
    have he : ((pencil b (n + 2) ω).submatrix Fin.succ (Fin.succ 0).succAbove) 0 0
        = -(b 0 : ℂ) := by
      rw [Matrix.submatrix_apply, Fin.succ_succAbove_zero]
      simp [pencil, chain]
    have hs : ((pencil b (n + 2) ω).submatrix Fin.succ (Fin.succ 0).succAbove).submatrix
        Fin.succ Fin.succ = pencil (fun k => b (k + 2)) n ω := by
      ext i j
      rw [Matrix.submatrix_apply, Matrix.submatrix_apply, Fin.succ_succAbove_succ,
        Fin.succAbove_zero]
      exact (pencil_succ b (n + 1) ω i.succ j.succ).trans (pencil_succ _ n ω i j)
    unfold secular
    rw [key, he, hs]
    · intro i
      rw [Matrix.submatrix_apply, Fin.succ_succAbove_zero]
      simp [pencil, chain, Fin.ext_iff]
  change (pencil b (n + 2) ω).det = _
  rw [Matrix.det_succ_row_zero, Fin.sum_univ_succ, Fin.sum_univ_succ, h0, h1, hm, hfirst]
  simp only [h2, mul_zero, zero_mul, Finset.sum_const_zero, Fin.val_zero, Fin.val_succ,
    pow_zero, zero_add, pow_one, secular]
  ring

/-- Reversing the frequency multiplies the secular determinant on `n` sites by `(-1)^n`. -/
theorem secular_neg : ∀ (n : ℕ) (b : ℕ → ℝ) (ω : ℂ),
    secular b n (-ω) = (-1) ^ n * secular b n ω
  | 0, b, ω => by simp [secular]
  | 1, b, ω => by simp [secular, pencil, chain]
  | n + 2, b, ω => by
    rw [secular_succ_succ, secular_succ_succ, secular_neg (n + 1), secular_neg n]
    ring

/-- At zero frequency the secular determinant on `2m` sites is, up to the sign `(-1)^m`, the
product of the squared couplings `b 0, b 2, …, b (2m-2)`. -/
theorem secular_even_zero (m : ℕ) (b : ℕ → ℝ) :
    secular b (2 * m) 0 = (-1) ^ m * ((∏ i ∈ Finset.range m, b (2 * i) ^ 2 : ℝ) : ℂ) := by
  induction m generalizing b with
  | zero => simp [secular]
  | succ m ih =>
    have h : ∀ i : ℕ, 2 * (i + 1) = 2 * i + 2 := fun i => by ring
    rw [h m, secular_succ_succ, ih, Finset.prod_range_succ']
    simp only [h, Nat.mul_zero]
    push_cast
    ring

/-- If all neighbour couplings are nonzero, the truncated recursion matrix is invertible exactly
when the number of sites is even. -/
theorem isUnit_chain_iff (b : ℕ → ℝ) (n : ℕ) (hb : ∀ k, k + 1 < n → b k ≠ 0) :
    IsUnit (chain b n) ↔ Even n := by
  have h : secular b n 0 = (-1) ^ n * (chain b n).det := by
    simp [secular, pencil, Matrix.det_neg]
  rw [Matrix.isUnit_iff_isUnit_det, isUnit_iff_ne_zero]
  obtain ⟨m, rfl | rfl⟩ := Nat.even_or_odd' n
  · refine ⟨fun _ => even_two_mul m, fun _ hz => ?_⟩
    rw [hz, mul_zero, secular_even_zero] at h
    have hP : (∏ i ∈ Finset.range m, b (2 * i) ^ 2) ≠ 0 :=
      Finset.prod_ne_zero_iff.mpr fun i hi =>
        pow_ne_zero 2 (hb (2 * i) (by have := Finset.mem_range.mp hi; omega))
    exact mul_ne_zero (pow_ne_zero m (by norm_num)) (Complex.ofReal_ne_zero.mpr hP) h
  · -- an odd function of the frequency vanishes at zero
    have hs := secular_neg (2 * m + 1) b 0
    rw [neg_zero, Odd.neg_one_pow ⟨m, rfl⟩] at hs
    have hs0 : secular b (2 * m + 1) 0 = 0 := by linear_combination hs / 2
    rw [hs0] at h
    have hd := (mul_eq_zero.mp h.symm).resolve_left (pow_ne_zero _ (by norm_num))
    exact ⟨fun hn => absurd hd hn, fun he => absurd he (Nat.not_even_iff_odd.mpr ⟨m, rfl⟩)⟩

/-- On `2m+1` sites with `b 1, b 3, …, b (2m-1)` nonzero, the secular determinant divided by the
frequency has a nonzero limit at zero frequency, of sign `(-1)^m`. -/
theorem secular_odd_slope (m : ℕ) (b : ℕ → ℝ) (hb : ∀ i < m, b (2 * i + 1) ≠ 0) :
    ∃ c : ℝ, 0 < c ∧ Tendsto (fun ω => secular b (2 * m + 1) ω / ω) (𝓝[≠] 0)
      (𝓝 ((-1) ^ m * (c : ℂ))) := by
  induction m generalizing b with
  | zero =>
    refine ⟨1, one_pos, tendsto_const_nhds.congr' ?_⟩
    filter_upwards [self_mem_nhdsWithin] with ω hω
    have hω' : ω ≠ 0 := hω
    simp [secular, pencil, chain, hω']
  | succ m ih =>
    obtain ⟨c, hc, h⟩ := ih (fun k => b (k + 2)) (fun i hi => hb (i + 1) (by omega))
    have hP : 0 < ∏ i ∈ Finset.range (m + 1), b (2 * i + 1) ^ 2 :=
      Finset.prod_pos fun i hi => by
        have := hb i (Finset.mem_range.mp hi)
        positivity
    have hcont : Continuous (secular (fun k => b (k + 1)) (2 * m + 1 + 1)) :=
      Continuous.matrix_det ((continuous_id.smul continuous_const).sub continuous_const)
    have h0 : secular (fun k => b (k + 1)) (2 * m + 1 + 1) 0 = (-1) ^ (m + 1) *
        ((∏ i ∈ Finset.range (m + 1), b (2 * i + 1) ^ 2 : ℝ) : ℂ) :=
      secular_even_zero (m + 1) (fun k => b (k + 1))
    have h1 := (hcont.tendsto 0).mono_left (nhdsWithin_le_nhds (s := {0}ᶜ))
    rw [h0] at h1
    -- both contributions to the slope carry the same sign
    refine ⟨(∏ i ∈ Finset.range (m + 1), b (2 * i + 1) ^ 2) + b 0 ^ 2 * c, by positivity, ?_⟩
    have h2 := h1.sub (h.const_mul ((b 0 : ℂ) ^ 2))
    convert h2.congr' ?_ using 2
    · push_cast
      ring
    · filter_upwards [self_mem_nhdsWithin] with ω hω
      have hω' : ω ≠ 0 := hω
      rw [show 2 * (m + 1) + 1 = 2 * m + 1 + 2 by ring, secular_succ_succ b (2 * m + 1), sub_div,
        mul_div_cancel_left₀ _ hω', mul_div_assoc]

/-- Away from the eigenvalues, the first resolvent element times the secular determinant is the
secular determinant of the chain without its first site. -/
theorem green_mul_secular (b : ℕ → ℝ) (n : ℕ) (ω : ℂ) (h : secular b (n + 1) ω ≠ 0) :
    green b n ω * secular b (n + 1) ω = secular (fun k => b (k + 1)) n ω := by
  have hsub : (pencil b (n + 1) ω).submatrix Fin.succ Fin.succ
      = pencil (fun k => b (k + 1)) n ω := by
    ext i j
    exact pencil_succ b n ω i j
  have hg : green b n ω = (secular b (n + 1) ω)⁻¹ * secular (fun k => b (k + 1)) n ω := by
    unfold green secular
    rw [Matrix.inv_def, Matrix.smul_apply, Matrix.adjugate_fin_succ_eq_det_submatrix,
      Ring.inverse_eq_inv', Fin.succAbove_zero, hsub]
    simp
  rw [hg, mul_right_comm, inv_mul_cancel₀ h, one_mul]

/-- On `2m+1` sites with `b 1, b 3, …, b (2m-1)` nonzero, `ω G(ω)` tends to a positive number at
zero frequency, where `G` is the first resolvent element. -/
theorem green_odd_sites (m : ℕ) (b : ℕ → ℝ) (hb : ∀ i < m, b (2 * i + 1) ≠ 0) :
    ∃ r : ℝ, 0 < r ∧ Tendsto (fun ω => ω * green b (2 * m) ω) (𝓝[≠] 0) (𝓝 (r : ℂ)) := by
  obtain ⟨c, hc, h⟩ := secular_odd_slope m b hb
  have hP : 0 < ∏ i ∈ Finset.range m, b (2 * i + 1) ^ 2 :=
    Finset.prod_pos fun i hi => by
      have := hb i (Finset.mem_range.mp hi)
      positivity
  have hpow : ((-1 : ℂ)) ^ m ≠ 0 := pow_ne_zero m (by norm_num)
  have hne : (-1 : ℂ) ^ m * (c : ℂ) ≠ 0 := mul_ne_zero hpow (Complex.ofReal_ne_zero.mpr hc.ne')
  have hcont : Continuous (secular (fun k => b (k + 1)) (2 * m)) :=
    Continuous.matrix_det ((continuous_id.smul continuous_const).sub continuous_const)
  have h1 := (hcont.tendsto 0).mono_left (nhdsWithin_le_nhds (s := {0}ᶜ))
  rw [secular_even_zero] at h1
  have h2 := h1.div h hne
  rw [mul_div_mul_left _ _ hpow, ← Complex.ofReal_div] at h2
  refine ⟨_, div_pos hP hc, h2.congr' ?_⟩
  filter_upwards [h.eventually_ne hne] with ω hω
  have hD : secular b (2 * m + 1) ω ≠ 0 := (div_ne_zero_iff.mp hω).1
  simp only [Pi.div_apply]
  rw [← green_mul_secular b (2 * m) ω hD, div_div_eq_mul_div, div_eq_iff hD]
  ring

/-- On `2m+2` sites with `b 0, b 2, …, b (2m)` nonzero, `G(ω)/ω` tends to a negative number at
zero frequency, where `G` is the first resolvent element. -/
theorem green_even_sites (m : ℕ) (b : ℕ → ℝ) (hb : ∀ i ≤ m, b (2 * i) ≠ 0) :
    ∃ s : ℝ, s < 0 ∧ Tendsto (fun ω => green b (2 * m + 1) ω / ω) (𝓝[≠] 0) (𝓝 (s : ℂ)) := by
  obtain ⟨c, hc, h⟩ := secular_odd_slope m (fun k => b (k + 1))
    (fun i hi => hb (i + 1) (by omega))
  have hP : 0 < ∏ i ∈ Finset.range (m + 1), b (2 * i) ^ 2 :=
    Finset.prod_pos fun i hi => by
      have := hb i (by have := Finset.mem_range.mp hi; omega)
      positivity
  have hpow : ((-1 : ℂ)) ^ m ≠ 0 := pow_ne_zero m (by norm_num)
  have hcont : Continuous (secular b (2 * m + 1 + 1)) :=
    Continuous.matrix_det ((continuous_id.smul continuous_const).sub continuous_const)
  have h0 : secular b (2 * m + 1 + 1) 0 = (-1) ^ (m + 1) *
      ((∏ i ∈ Finset.range (m + 1), b (2 * i) ^ 2 : ℝ) : ℂ) := secular_even_zero (m + 1) b
  have h1 := (hcont.tendsto 0).mono_left (nhdsWithin_le_nhds (s := {0}ᶜ))
  rw [h0] at h1
  have hne := mul_ne_zero (pow_ne_zero (m + 1) (by norm_num : (-1 : ℂ) ≠ 0))
    (Complex.ofReal_ne_zero.mpr hP.ne')
  have h2 := h.div h1 hne
  rw [pow_succ, mul_assoc, mul_div_mul_left _ _ hpow, neg_one_mul, div_neg,
    ← Complex.ofReal_div, ← Complex.ofReal_neg] at h2
  refine ⟨_, neg_lt_zero.mpr (div_pos hc hP), h2.congr' ?_⟩
  filter_upwards [h1.eventually_ne hne] with ω hD
  simp only [Pi.div_apply]
  rw [← green_mul_secular b (2 * m + 1) ω hD, div_right_comm, mul_div_cancel_right₀ _ hD]

/-- For nonzero neighbour couplings, the first resolvent element of the truncated recursion has a
simple pole at zero frequency exactly when the number `n + 1` of sites is odd. -/
theorem zero_frequency_pole_iff (b : ℕ → ℝ) (n : ℕ) (hb : ∀ k < n, b k ≠ 0) :
    (∃ r : ℂ, r ≠ 0 ∧ Tendsto (fun ω => ω * green b n ω) (𝓝[≠] 0) (𝓝 r)) ↔ Odd (n + 1) := by
  obtain ⟨m, rfl | rfl⟩ := Nat.even_or_odd' n
  · obtain ⟨r, hr, h⟩ := green_odd_sites m b (fun i hi => hb _ (by omega))
    exact ⟨fun _ => ⟨m, rfl⟩, fun _ => ⟨r, Complex.ofReal_ne_zero.mpr hr.ne', h⟩⟩
  · obtain ⟨s, _, h⟩ := green_even_sites m b (fun i hi => hb _ (by omega))
    refine ⟨fun ⟨r, hr, hlim⟩ => absurd ?_ hr, fun ho => ?_⟩
    · -- here the resolvent element vanishes linearly, so the residue is zero
      have hw := ((continuous_pow 2).tendsto (0 : ℂ)).mono_left
        (nhdsWithin_le_nhds (s := {0}ᶜ))
      have h3 := hw.mul h
      rw [zero_pow two_ne_zero, zero_mul] at h3
      refine tendsto_nhds_unique hlim (h3.congr' ?_)
      filter_upwards [self_mem_nhdsWithin] with ω hω
      have hω' : ω ≠ 0 := hω
      rw [← mul_div_assoc, div_eq_iff hω']
      ring
    · obtain ⟨k, hk⟩ := ho
      omega

end

end OddTruncationPole
```

```lean
#print axioms OddTruncationPole.isUnit_chain_iff
-- 'OddTruncationPole.isUnit_chain_iff' depends on axioms: [propext, Classical.choice, Quot.sound]
#print axioms OddTruncationPole.zero_frequency_pole_iff
-- 'OddTruncationPole.zero_frequency_pole_iff' depends on axioms: [propext, Classical.choice, Quot.sound]
```

## How the lemmas fit together

`pencil_succ` says that deleting the first site shifts the couplings by one. `secular_succ_succ` uses it in the row expansion; its local result `key` handles the minor whose first column vanishes below its first entry. `secular_neg` and `secular_even_zero` are the parity and product formulas, and `isUnit_chain_iff` combines them.

`secular_odd_slope` is the induction for \(c_m^{(s)}\). It is stated for every sequence `b` because the induction step needs the shifted one. Continuity of the determinant supplies the limit of the even-length term.

`green_mul_secular` is Cramer's rule, obtained from the adjugate. `green_odd_sites` and `green_even_sites` divide the limits; `eventually_ne` ensures that the determinant is nonzero at every nonzero \(\omega\) close enough to zero, so Cramer's rule applies there. The final theorem splits on the parity of `n` and, for an even number of sites, uses `tendsto_nhds_unique` to force the supposed nonzero limit to be zero.
